# Creation and annihilation operators defined by occupation signs on finitely many spin orbitals obey the canonical anticommutation relations

Put two electrons into two empty spin orbitals, one after the other, and then do it again in the opposite order. The same orbitals end up occupied, but the state vector should change sign. In the occupation-number picture, a basis state only records which orbitals are filled, so the sign is built into the action of the operators. The usual recipe is to number the orbitals and let creation in orbital p contribute a factor −1 for every occupied orbital below p.

I would like to see that this recipe, with annihilation defined as the adjoint of creation, really gives all the canonical anticommutation relations. Can this be made rigorous and machine-checked, starting from the action on basis states and not from the relations themselves?

## Following the signs through the basis states

Yes. Take M spin orbitals, numbered in order, and let S be the set of occupied ones. The states e_S form an orthonormal basis of a complex space of dimension 2^M. Write

    s_p(S) = (−1)^(number of q in S with q < p)

and define the creation operator d_p by

    d_p e_S = 0                        if p ∈ S
    d_p e_S = s_p(S) e_(S ∪ {p})       if p ∉ S

Let a_p be the adjoint of d_p. Everything rests on how the sign responds to one more electron. For q ∉ S,

    s_p(S ∪ {q}) = −s_p(S)     if q < p
    s_p(S ∪ {q}) = s_p(S)      otherwise

**Action of a_p.** The matrix element ⟨e_T, a_p e_U⟩ is the complex conjugate of ⟨e_U, d_p e_T⟩. It equals s_p(T) if p ∉ T and U = T ∪ {p}, and is zero otherwise. Hence, for p ∉ S,

    a_p e_S = 0
    a_p e_(S ∪ {p}) = s_p(S) e_S

These two lines cover every basis state, since each occupied set either lacks p or arises by adding p to a set that lacks it.

**Two creators.** If p = q, the second creation finds the orbital occupied, so d_p d_p = 0. If p ≠ q and either orbital is already in S, both orders give zero. If both are empty,

    d_p d_q e_S = s_q(S) s_p(S ∪ {q}) e_(S ∪ {p, q})
    d_q d_p e_S = s_p(S) s_q(S ∪ {p}) e_(S ∪ {p, q})

For q < p the first line has an extra minus sign, and for p < q the second has it. The sum vanishes in both cases:

    d_p d_q + d_q d_p = 0

**Two annihilators.** Exchange p and q in this relation and take the adjoint, which reverses products:

    a_p a_q + a_q a_p = 0

**One of each, same orbital.** If p ∉ S, then a_p d_p e_S = s_p(S)² e_S = e_S, while d_p a_p e_S = 0. If S = R ∪ {p} with p ∉ R, the roles are exchanged: a_p d_p e_S = 0 and d_p a_p e_S = s_p(R)² e_S = e_S. The sum is the identity either way.

**One of each, different orbitals.** If p ∉ S, both terms vanish, because creation in q does not fill p. Otherwise write S = R ∪ {p} with p ∉ R. If q ∈ R, both terms vanish again. If q ∉ R, an electron moves from p to q:

    a_p d_q e_S = s_q(R ∪ {p}) s_p(R ∪ {q}) e_(R ∪ {q})
    d_q a_p e_S = s_p(R) s_q(R) e_(R ∪ {q})

Exactly one of p < q and q < p holds, so exactly one factor in the first line is flipped, and the two lines cancel. Together with the previous case,

    a_p d_q + d_q a_p = δ_pq 1

**Arbitrary orbitals.** For coefficients f_p, let d(f) be the sum of f_p d_p over p, and let a(f) be its adjoint, the sum of conj(f_p) a_p. Expanding the products gives

    d(f) d(g) + d(g) d(f) = 0
    a(f) d(g) + d(g) a(f) = ⟨f, g⟩ 1

where ⟨f, g⟩ is the sum of conj(f_p) g_p over p. Setting g = f in the first line gives 2 d(f)² = 0, hence d(f)² = 0, the Pauli principle for any orbital f.

## The relations as matrix identities

The orbital labels are elements of `Fin M`, and an occupied set is a `Finset (Fin M)`. A state vector is a complex function on such sets, and `basisVec S` is e_S: one at S and zero elsewhere. An operator is a matrix of type `FockOp M`, with rows and columns indexed by occupied sets, and `*ᵥ` applies it to a state.

The sign s_p(S) is `sgn p S`. The matrix `create p` is specified column by column from the recipe, and `annihilate p` is its conjugate transpose, which is the adjoint for the inner product in which the e_S are orthonormal. The action of a_p is therefore derived, and no anticommutation relation is assumed.

The theorem `canonical_anticommutation` states the three relations for all p and q. In the third, `if p = q then 1 else 0` is δ_pq times the identity matrix. The theorem `orbital_anticommutation` gives the two relations for arbitrary coefficient vectors, with `star f ⬝ᵥ g` as the overlap, conjugate-linear in f. Neither vector has to be normalised; for a unit vector f, the anticommutator of a(f) and d(f) is the identity. `pauli_principle` states d(f)² = 0.

The model has finitely many orthonormal spin orbitals, with spin included in the label. It contains no Hamiltonian and does not construct Slater determinants as antisymmetric functions of electron coordinates. In configuration-interaction calculations, each determinant can be written as a product of creation operators, in a chosen order, acting on the empty state. With that convention, and since every a_p gives zero on the empty state, these relations determine the signs with which the one- and two-electron integrals enter the matrix elements between determinants.

```lean
import Mathlib

open Matrix

namespace FermionLadder

noncomputable section

variable {M : ℕ}

/-- Operators on the Fock space of `M` spin orbitals, as matrices in the basis of
occupied sets. -/
abbrev FockOp (M : ℕ) := Matrix (Finset (Fin M)) (Finset (Fin M)) ℂ

/-- The basis state `e_S` in which exactly the orbitals in `S` are occupied. -/
def basisVec (S : Finset (Fin M)) : Finset (Fin M) → ℂ := Pi.single S 1

/-- The sign `(-1)^k`, where `k` is the number of orbitals in `S` below `p`. -/
def sgn (p : Fin M) (S : Finset (Fin M)) : ℂ := (-1) ^ (S.filter (· < p)).card

/-- The creation operator `d_p`: its column at `S` is zero if `p` is occupied, and otherwise
the signed basis state with `p` added. -/
def create (p : Fin M) : FockOp M :=
  Matrix.of fun T S => (if p ∈ S then 0 else sgn p S • basisVec (insert p S)) T

/-- The annihilation operator `a_p`, the adjoint of `d_p`. -/
def annihilate (p : Fin M) : FockOp M := (create p)ᴴ

/-- Occupying a further orbital `q` flips the sign for `p` exactly when `q` lies below `p`. -/
theorem sgn_insert (p q : Fin M) (S : Finset (Fin M)) (hq : q ∉ S) :
    sgn p (insert q S) = if q < p then -sgn p S else sgn p S := by
  unfold sgn
  rw [Finset.filter_insert]
  split_ifs with h
  · rw [Finset.card_insert_of_notMem (by simp [hq]), pow_succ]
    ring
  · rfl

/-- Creation in `p` gives zero on a state with `p` occupied, and otherwise adds `p` with
its sign. -/
theorem create_basis (p : Fin M) (S : Finset (Fin M)) :
    create p *ᵥ basisVec S = if p ∈ S then 0 else sgn p S • basisVec (insert p S) := by
  change create p *ᵥ Pi.single S (1 : ℂ) = _
  rw [Matrix.mulVec_single_one]
  rfl

/-- If `p` is empty in `S`, annihilation in `p` gives zero on `e_S`, and it removes `p` from
the state with `p` added, with the same sign as creation. -/
theorem annihilate_basis (p : Fin M) (S : Finset (Fin M)) (hp : p ∉ S) :
    annihilate p *ᵥ basisVec S = 0 ∧
      annihilate p *ᵥ basisVec (insert p S) = sgn p S • basisVec S := by
  -- the matrix elements of the adjoint
  have key : ∀ T U : Finset (Fin M), (annihilate p *ᵥ basisVec U) T =
      if p ∈ T then 0 else if U = insert p T then sgn p T else 0 := by
    intro T U
    change (annihilate p *ᵥ Pi.single U (1 : ℂ)) T = _
    rw [Matrix.mulVec_single_one]
    change star ((if p ∈ T then (0 : Finset (Fin M) → ℂ)
      else sgn p T • basisVec (insert p T)) U) = _
    by_cases hT : p ∈ T
    · simp [hT]
    · by_cases hU : U = insert p T
      · subst hU
        simp [hT, basisVec, sgn]
      · simp [hT, hU, basisVec]
  constructor
  · ext T
    have hne : S ≠ insert p T := fun h => hp (by rw [h]; exact Finset.mem_insert_self p T)
    rw [key]
    simp [hne]
  · ext T
    rw [key]
    by_cases hTS : T = S
    · subst hTS
      simp [hp, basisVec]
    · by_cases hT : p ∈ T
      · simp [hT, hTS, basisVec]
      · have hne : insert p S ≠ insert p T := by
          intro h
          apply hTS
          rw [← Finset.erase_insert hT, ← h, Finset.erase_insert hp]
        simp [hT, hTS, hne, basisVec]

/-- Two operators that act equally on every basis state are equal. -/
theorem ext_basis {A B : FockOp M} (h : ∀ S, A *ᵥ basisVec S = B *ᵥ basisVec S) : A = B := by
  ext T S
  have hT := congrFun (h S) T
  change (A *ᵥ Pi.single S (1 : ℂ)) T = (B *ᵥ Pi.single S (1 : ℂ)) T at hT
  rw [Matrix.mulVec_single_one, Matrix.mulVec_single_one] at hT
  exact hT

/-- Any two creation operators anticommute. -/
theorem create_anticomm (p q : Fin M) : create p * create q + create q * create p = 0 := by
  refine ext_basis fun S => ?_
  rw [Matrix.add_mulVec, ← Matrix.mulVec_mulVec, ← Matrix.mulVec_mulVec, Matrix.zero_mulVec]
  by_cases hp : p ∈ S
  · by_cases hq : q ∈ S <;> simp [create_basis, hp, hq, Matrix.mulVec_smul]
  by_cases hq : q ∈ S
  · simp [create_basis, hp, hq, Matrix.mulVec_smul]
  by_cases hpq : p = q
  · subst hpq
    simp [create_basis, hp, Matrix.mulVec_smul]
  -- both orbitals are empty and distinct: one order gives an extra minus sign
  have h1 : p ∉ insert q S := by simp [hp, hpq]
  have h2 : q ∉ insert p S := by simp [hq, Ne.symm hpq]
  rw [create_basis q S, if_neg hq, create_basis p S, if_neg hp, Matrix.mulVec_smul,
    Matrix.mulVec_smul, create_basis p (insert q S), if_neg h1, create_basis q (insert p S),
    if_neg h2, Finset.insert_comm q p S, sgn_insert p q S hq, sgn_insert q p S hp]
  rcases lt_or_gt_of_ne hpq with h | h
  · simp only [if_pos h, if_neg (lt_asymm h)]
    module
  · simp only [if_pos h, if_neg (lt_asymm h)]
    module

/-- The anticommutator of `a_p` and `d_q` is the identity for `p = q` and zero otherwise. -/
theorem annihilate_create_anticomm (p q : Fin M) :
    annihilate p * create q + create q * annihilate p = if p = q then 1 else 0 := by
  have hs : ∀ S, sgn p S * sgn p S = 1 := fun S => by
    unfold sgn
    rw [← mul_pow]
    simp
  have split : ∀ S : Finset (Fin M), p ∈ S → ∃ R, p ∉ R ∧ insert p R = S := fun S h =>
    ⟨S.erase p, Finset.notMem_erase p S, Finset.insert_erase h⟩
  refine ext_basis fun S => ?_
  rw [Matrix.add_mulVec, ← Matrix.mulVec_mulVec, ← Matrix.mulVec_mulVec]
  by_cases hpq : p = q
  · subst hpq
    rw [if_pos rfl, Matrix.one_mulVec]
    by_cases hp : p ∈ S
    · obtain ⟨R, hR, rfl⟩ := split S hp
      rw [create_basis p (insert p R), if_pos hp, Matrix.mulVec_zero,
        (annihilate_basis p R hR).2, Matrix.mulVec_smul, create_basis p R, if_neg hR,
        smul_smul, hs, one_smul, zero_add]
    · rw [create_basis p S, if_neg hp, Matrix.mulVec_smul, (annihilate_basis p S hp).2,
        (annihilate_basis p S hp).1, Matrix.mulVec_zero, smul_smul, hs, one_smul, add_zero]
  rw [if_neg hpq, Matrix.zero_mulVec]
  by_cases hp : p ∈ S
  · obtain ⟨R, hR, rfl⟩ := split S hp
    rw [(annihilate_basis p R hR).2, Matrix.mulVec_smul]
    by_cases hq : q ∈ R
    · rw [create_basis q (insert p R), if_pos (Finset.mem_insert_of_mem hq),
        create_basis q R, if_pos hq]
      simp
    · -- moving an electron from `p` to `q`: the two orders differ by a sign
      have h1 : q ∉ insert p R := by simp [hq, Ne.symm hpq]
      have h2 : p ∉ insert q R := by simp [hR, hpq]
      rw [create_basis q (insert p R), if_neg h1, create_basis q R, if_neg hq,
        Matrix.mulVec_smul, Finset.insert_comm q p R, (annihilate_basis p (insert q R) h2).2,
        sgn_insert q p R hR, sgn_insert p q R hq]
      rcases lt_or_gt_of_ne hpq with h | h
      · simp only [if_pos h, if_neg (lt_asymm h)]
        module
      · simp only [if_pos h, if_neg (lt_asymm h)]
        module
  · rw [(annihilate_basis p S hp).1, Matrix.mulVec_zero, add_zero, create_basis q S]
    by_cases hq : q ∈ S
    · rw [if_pos hq, Matrix.mulVec_zero]
    · have h2 : p ∉ insert q S := by simp [hp, hpq]
      rw [if_neg hq, Matrix.mulVec_smul, (annihilate_basis p _ h2).1, smul_zero]

/-- The canonical anticommutation relations for the operators `d_p` and their adjoints `a_p`. -/
theorem canonical_anticommutation (p q : Fin M) :
    create p * create q + create q * create p = 0 ∧
    annihilate p * annihilate q + annihilate q * annihilate p = 0 ∧
    annihilate p * create q + create q * annihilate p = if p = q then 1 else 0 := by
  refine ⟨create_anticomm p q, ?_, annihilate_create_anticomm p q⟩
  -- the adjoint of the relation for two creation operators
  have h := congrArg Matrix.conjTranspose (create_anticomm q p)
  simpa only [annihilate, Matrix.conjTranspose_add, Matrix.conjTranspose_mul,
    Matrix.conjTranspose_zero] using h

/-- Creation of an electron in the orbital with coefficients `f`. -/
def createIn (f : Fin M → ℂ) : FockOp M := ∑ p, f p • create p

/-- Annihilation in the orbital with coefficients `f`, the adjoint of creation in it. -/
def annihilateIn (f : Fin M → ℂ) : FockOp M := (createIn f)ᴴ

/-- The anticommutator of two linear combinations of operators expands bilinearly. -/
theorem anticomm_sum (A B : Fin M → FockOp M) (f g : Fin M → ℂ) :
    (∑ p, f p • A p) * (∑ q, g q • B q) + (∑ q, g q • B q) * (∑ p, f p • A p) =
      ∑ p, ∑ q, (f p * g q) • (A p * B q + B q * A p) := by
  have h : (∑ q, g q • B q) * (∑ p, f p • A p) =
      ∑ p, ∑ q, (g q • B q) * (f p • A p) := by
    rw [Finset.sum_mul_sum, Finset.sum_comm]
  rw [h, Finset.sum_mul_sum, ← Finset.sum_add_distrib]
  refine Finset.sum_congr rfl fun p _ => ?_
  rw [← Finset.sum_add_distrib]
  refine Finset.sum_congr rfl fun q _ => ?_
  rw [smul_mul_smul_comm, smul_mul_smul_comm, mul_comm (g q) (f p), smul_add]

/-- For arbitrary orbitals `f` and `g`, the creation operators anticommute, and the anticommutator
of annihilation in `f` with creation in `g` is the overlap of `f` and `g` times the identity. -/
theorem orbital_anticommutation (f g : Fin M → ℂ) :
    createIn f * createIn g + createIn g * createIn f = 0 ∧
    annihilateIn f * createIn g + createIn g * annihilateIn f =
      (star f ⬝ᵥ g) • (1 : FockOp M) := by
  constructor
  · unfold createIn
    rw [anticomm_sum]
    simp only [create_anticomm, smul_zero, Finset.sum_const_zero]
  · have h : annihilateIn f = ∑ p, star (f p) • annihilate p := by
      simp only [annihilateIn, createIn, annihilate, Matrix.conjTranspose_sum,
        Matrix.conjTranspose_smul]
    rw [h, createIn, anticomm_sum annihilate create (fun p => star (f p)) g]
    simp only [annihilate_create_anticomm, smul_ite, smul_zero, Finset.sum_ite_eq,
      Finset.mem_univ, if_true, dotProduct, Pi.star_apply, Finset.sum_smul]

/-- Pauli principle: creating two electrons in the same orbital `f` gives zero. -/
theorem pauli_principle (f : Fin M → ℂ) : createIn f * createIn f = 0 := by
  calc createIn f * createIn f
      = (1 / 2 : ℂ) • (createIn f * createIn f + createIn f * createIn f) := by module
    _ = 0 := by rw [(orbital_anticommutation f f).1, smul_zero]

end

end FermionLadder
```

```lean
#print axioms FermionLadder.canonical_anticommutation
#print axioms FermionLadder.orbital_anticommutation
#print axioms FermionLadder.pauli_principle
```

```
'FermionLadder.canonical_anticommutation' depends on axioms: [propext, Classical.choice, Quot.sound]
'FermionLadder.orbital_anticommutation' depends on axioms: [propext, Classical.choice, Quot.sound]
'FermionLadder.pauli_principle' depends on axioms: [propext, Classical.choice, Quot.sound]
```

## How the Lean proof tracks the signs

`sgn_insert` is the rule for one more electron. After `Finset.filter_insert`, the set of occupied orbitals below p either gains q, which adds one to the exponent, or stays as it was.

`create_basis` reads the action of d_p off its columns. `annihilate_basis` does the same for the adjoint: its intermediate claim `key` is the formula for the matrix elements of a_p, and the two parts of the conclusion are the two lines of its action. `ext_basis` says that operators agreeing on every e_S are equal, because applying a matrix to e_S returns its column at S. This is what turns calculations on basis states into operator identities.

`create_anticomm` follows the cases above. The `by_cases` steps dispose of occupied orbitals and of p = q. In the remaining case, `Finset.insert_comm` identifies the two final occupied sets, `sgn_insert` rewrites both signs, and `rcases lt_or_gt_of_ne hpq` separates p < q from q < p. In each branch, `module` confirms that the two vectors cancel.

`annihilate_create_anticomm` first records that the sign squares to one (`hs`) and that a set containing p can be written as R with p added (`split`). It then treats equal and different orbitals as in the derivation. When an electron moves from p to q, `sgn_insert` is used once for each orbital, and the order of p and q decides which factor flips.

`canonical_anticommutation` collects the results. For two annihilators it applies `Matrix.conjTranspose` to both sides of the relation for two creators, with p and q exchanged so that the products come out in the stated order.

`anticomm_sum` is the bilinear expansion for two linear combinations of operators. In `orbital_anticommutation`, it reduces the first relation to a sum of zeros. For the second, the adjoint of d(f) is first expanded with conjugated coefficients; the Kronecker delta then collapses the double sum to the overlap. Finally, `pauli_principle` writes d(f)² as half the anticommutator of d(f) with itself, which is zero.
